# Treating a block exactly removes its own sampling variance when columns are sampled independently

Take a vector with two components, of which only x_1 is nonzero. To estimate Tx, select row 1 with probability p or row 2 with probability 1 − p, where 0 < p < 1, and divide the selected product by its probability. Component 1 then receives T_11 x_1/p with probability p and zero otherwise. Its mean is T_11 x_1, as it should be, and its variance is

p (T_11 x_1/p)² − (T_11 x_1)² = T_11² x_1² (1/p − 1).

Now add T_11 x_1 to component 1 every time, and ignore the sample when it selects row 1. The variance of component 1 becomes zero. Component 2 still receives T_21 x_1/(1 − p) with probability 1 − p, so its error is what it was before. The total error has dropped by exactly the variance of the element that is now treated exactly.

## The error removed by a block D × D

Let T be a real square matrix and x a real vector. Column i selects one row j with probability p_ji, independently of the other columns, and adds T_ji x_i/p_ji to component j. Every nonzero T_ji must have p_ji ≠ 0. Write

V_ji = T_ji² x_i² (1/p_ji − 1),

with V_ji = 0 where T_ji = 0.

Choose a set D of indices. For i and j both in D, the product T_ji x_i is added exactly and samples that land there are discarded. All other elements are sampled as before, with the same probabilities. Let Error(D) be the expected squared distance between the estimate and Tx, summed over components. Then

Error(∅) − Error(D) = Σ_(i∈D) Σ_(j∈D) V_ji.

## Choosing a deterministic space in a projector code

In semi-stochastic configuration-interaction Monte Carlo, the indices are determinants, T is the operator applied at each step, such as 1 − τ(H − S) with Hamiltonian matrix H, time step τ and energy shift S, and D is the deterministic space. The identity gives the gain from that space for a single application of T to a fixed vector, with one independent sample per column and the diagonal sampled like the other elements. If a code applies the diagonal exactly everywhere and samples only the rest, the identity holds for the off-diagonal part of T, and every V_ii is zero.

It also shows what one more determinant d brings. Subtracting the formula for D from the formula for D ∪ {d}, with d not in D, gives a further reduction of

V_dd + Σ_(i∈D) (V_di + V_id).

The gain therefore depends on how d couples to the determinants already in D, and not on the amplitude x_d alone.

An implementation that draws exactly one row per column, with the diagonal sampled like the other elements, can be compared with the formula by holding x fixed, repeating the estimate many times with and without the exact block, and averaging the squared errors. The comparison requires that samples inside the block really are discarded. If the code redirects them to rows outside D, the outside probabilities change, and so do the outside variances.

## Variance of one column, then of the sum

An outcome is a map s that gives the selected row s(i) for each column i. Since the columns are independent, its probability is ∏_i p_(s(i) i), and expectations are finite sums:

E[f] = Σ_s (∏_i p_(s(i) i)) f(s).

For a product of functions that each depend on one column, the sum over maps factorises:

E[∏_i h_i(s(i))] = ∏_i Σ_j p_ji h_i(j).

If every factor except that of column k is 1, the other sums equal 1, and

E[f(s(k))] = Σ_j p_jk f(j).

Let c_i(k, j) be what column i adds to component j after selecting row k. Inside the block it is T_ji x_i for every k. Outside, it is T_ji x_i/p_ji if k = j and zero otherwise. The mean inside the block is T_ji x_i because the probabilities sum to 1. Outside it, only k = j survives:

Σ_k p_ki c_i(k, j) = p_ji · T_ji x_i/p_ji = T_ji x_i.

If T_ji = 0, both sides vanish. Summing over i shows that the estimate of component j has mean (Tx)_j.

The variance inside the block is zero. Outside, the mean square is

Σ_k p_ki c_i(k, j)² = p_ji (T_ji x_i/p_ji)² = T_ji² x_i²/p_ji,

and subtracting the squared mean T_ji² x_i² leaves V_ji.

Now fix a component j and set X_i(k) = c_i(k, j) − T_ji x_i, which has mean zero. The error of component j is Σ_i X_i(s(i)), and its mean square is

E[(Σ_i X_i(s(i)))²] = Σ_k Σ_l E[X_k(s(k)) X_l(s(l))].

For k ≠ l the expectation factorises into two zero means. Only k = l remains, so the variances of the columns add. Contributions of one column to different components can be correlated, but the total error squares each component separately, so those correlations never enter. Summing over j gives

Error(D) = Σ V_ji over all pairs (i, j) not in D × D.

For D = ∅ the sum runs over all pairs. Subtracting the two sums leaves the pairs with i and j in D, which is the identity.

## Four outcomes for a 2 × 2 matrix

Take T_11 = 2, T_12 = 1, T_21 = 1, T_22 = 3 and x = (1, 2), so that Tx = (4, 7). Let p_11 = p_21 = 1/2, p_12 = 1/4 and p_22 = 3/4. Then

V_11 = 4, V_21 = 1, V_12 = 12, V_22 = 12.

The formula predicts an error of 29 for full sampling and 25 for D = {1}. Listing the outcomes confirms both values:

| s(1), s(2) | Probability | Estimate, D = ∅ | Squared error | Estimate, D = {1} | Squared error |
|---|---|---|---|---|---|
| 1, 1 | 1/8 | (12, 0) | 113 | (10, 0) | 85 |
| 1, 2 | 3/8 | (4, 8) | 1 | (2, 8) | 5 |
| 2, 1 | 1/8 | (8, 2) | 41 | (10, 2) | 61 |
| 2, 2 | 3/8 | (0, 10) | 25 | (2, 10) | 13 |

The weighted averages are 232/8 = 29 and 200/8 = 25. In two of the four outcomes the exact block makes the squared error larger; the reduction holds for the average.

## The identity in Lean

```lean
import Mathlib

open Matrix

namespace SemiStochasticProjection

noncomputable section

/-- A sampling rule: `prob j i` is the probability that column `i` selects row `j`. -/
structure Sampler (n : Type*) [Fintype n] where
  prob : n → n → ℝ
  nonneg : ∀ j i, 0 ≤ prob j i
  sum_one : ∀ i, ∑ j, prob j i = 1

variable {n : Type*} [Fintype n] [DecidableEq n]
variable (p : Sampler n) (T : Matrix n n ℝ) (x : n → ℝ) (D : Finset n)

/-- The expectation of `f` when every column `i` independently selects a row `s i`. -/
def expectation (f : (n → n) → ℝ) : ℝ :=
  ∑ s : n → n, (∏ i, p.prob (s i) i) * f s

/-- What column `i` adds to component `j` after selecting row `k`: the exact product inside the
block `D × D`, and the reweighted sample outside it, where a nonzero `T j i` must have a nonzero
`p.prob j i`. -/
def contribution (i k j : n) : ℝ :=
  if i ∈ D ∧ j ∈ D then T j i * x i
  else if k = j then T j i * x i / p.prob j i else 0

/-- Component `j` of the semi-stochastic estimate of `T x` for the selected rows `s`.
An empty `D` gives the fully stochastic estimate. -/
def project (s : n → n) (j : n) : ℝ := ∑ i, contribution p T x D i (s i) j

/-- The expected squared deviation of the estimate from `T x`, summed over all components. -/
def meanSquaredError : ℝ :=
  expectation p (fun s => ∑ j, (project p T x D s j - (T *ᵥ x) j) ^ 2)

/-- For independent columns, the expectation of a product of column variables is the product of
their expectations. -/
theorem expectation_prod (h : n → n → ℝ) :
    expectation p (fun s => ∏ i, h i (s i)) = ∏ i, ∑ j, p.prob j i * h i j := by
  rw [Finset.prod_univ_sum, Fintype.piFinset_univ]
  simp only [expectation, Finset.prod_mul_distrib]

/-- A quantity that depends on one column only is averaged with the probabilities of that
column. -/
theorem expectation_column (k : n) (f : n → ℝ) :
    expectation p (fun s => f (s k)) = ∑ j, p.prob j k * f j := by
  have h := expectation_prod p (fun i j => if i = k then f j else 1)
  have hl : ∀ s : n → n, (∏ i, if i = k then f (s i) else 1) = f (s k) :=
    fun s => by simp
  simp only [hl] at h
  rw [h, Finset.prod_eq_single k]
  · simp
  · intro i _ hik
    simp [hik, p.sum_one]
  · simp

/-- Variances of independent columns add: for column variables of zero mean, the mean square of
the sum is the sum of the mean squares. -/
theorem expectation_sq_sum (X : n → n → ℝ) (hX : ∀ i, ∑ k, p.prob k i * X i k = 0) :
    expectation p (fun s => (∑ i, X i (s i)) ^ 2) = ∑ i, ∑ k, p.prob k i * X i k ^ 2 := by
  -- two different columns are uncorrelated
  have cross : ∀ k l, k ≠ l → expectation p (fun s => X k (s k) * X l (s l)) = 0 := by
    intro k l hkl
    have h := expectation_prod p
      (fun i j => (if i = k then X k j else 1) * (if i = l then X l j else 1))
    have hl : ∀ s : n → n, (∏ i, (if i = k then X k (s i) else 1) *
        (if i = l then X l (s i) else 1)) = X k (s k) * X l (s l) := by
      intro s
      rw [Finset.prod_mul_distrib]
      simp
    simp only [hl] at h
    rw [h]
    exact Finset.prod_eq_zero (Finset.mem_univ k) (by simpa [hkl] using hX k)
  have expand : expectation p (fun s => (∑ i, X i (s i)) ^ 2) =
      ∑ k, ∑ l, expectation p (fun s => X k (s k) * X l (s l)) := by
    simp only [expectation, sq, Finset.sum_mul_sum]
    simp only [Finset.mul_sum]
    rw [Finset.sum_comm]
    exact Finset.sum_congr rfl fun k _ => Finset.sum_comm
  rw [expand]
  refine Finset.sum_congr rfl fun k _ => ?_
  refine (Finset.sum_eq_single k (fun l _ hl => cross k l hl.symm)
    (fun h => absurd (Finset.mem_univ k) h)).trans ?_
  simp only [← sq]
  exact expectation_column p k (fun j => X k j ^ 2)

/-- A column contributes `T j i * x i` to component `j` on average, if a nonzero `T j i` has
nonzero probability. -/
theorem contribution_mean (i j : n) (hp : T j i ≠ 0 → p.prob j i ≠ 0) :
    ∑ k, p.prob k i * contribution p T x D i k j = T j i * x i := by
  by_cases hD : i ∈ D ∧ j ∈ D
  · simp only [contribution, if_pos hD]
    rw [← Finset.sum_mul, p.sum_one, one_mul]
  · simp only [contribution, if_neg hD, mul_ite, mul_zero, Finset.sum_ite_eq',
      Finset.mem_univ, if_true]
    by_cases hT : T j i = 0
    · simp [hT]
    · have := hp hT
      field_simp

/-- The semi-stochastic estimate is unbiased if every nonzero matrix element has nonzero
probability. -/
theorem project_unbiased (hp : ∀ j i, T j i ≠ 0 → p.prob j i ≠ 0) (j : n) :
    expectation p (fun s => project p T x D s j) = (T *ᵥ x) j := by
  change _ = ∑ i, T j i * x i
  simp only [expectation, project, Finset.mul_sum]
  rw [Finset.sum_comm]
  exact Finset.sum_congr rfl fun i _ =>
    (expectation_column p i (fun k => contribution p T x D i k j)).trans
      (contribution_mean p T x D i j (hp j i))

/-- The variance of one contribution is zero inside the block and `T² x² (1/p - 1)` outside it,
if a nonzero `T j i` has nonzero probability. -/
theorem contribution_variance (i j : n) (hp : T j i ≠ 0 → p.prob j i ≠ 0) :
    ∑ k, p.prob k i * (contribution p T x D i k j - T j i * x i) ^ 2 =
      if i ∈ D ∧ j ∈ D then 0 else T j i ^ 2 * x i ^ 2 * (1 / p.prob j i - 1) := by
  by_cases hD : i ∈ D ∧ j ∈ D
  · simp [contribution, hD]
  · have h1 := contribution_mean p T x D i j hp
    have h2 : ∑ k, p.prob k i * contribution p T x D i k j ^ 2 =
        T j i ^ 2 * x i ^ 2 / p.prob j i := by
      simp only [contribution, if_neg hD, ite_pow, zero_pow two_ne_zero, mul_ite, mul_zero,
        Finset.sum_ite_eq', Finset.mem_univ, if_true]
      by_cases hT : T j i = 0
      · simp [hT]
      · have := hp hT
        field_simp
    -- mean square minus squared mean
    calc _ = ∑ k, p.prob k i * contribution p T x D i k j ^ 2
          - 2 * (T j i * x i) * ∑ k, p.prob k i * contribution p T x D i k j
          + (T j i * x i) ^ 2 * ∑ k, p.prob k i := by
            rw [Finset.mul_sum, Finset.mul_sum, ← Finset.sum_sub_distrib,
              ← Finset.sum_add_distrib]
            exact Finset.sum_congr rfl fun k _ => by ring
      _ = _ := by
            rw [h2, h1, p.sum_one, if_neg hD]
            ring

/-- The total mean squared error is the sum of `T² x² (1/p - 1)` over all matrix elements outside
the exact block, if every nonzero matrix element has nonzero probability. -/
theorem meanSquaredError_eq (hp : ∀ j i, T j i ≠ 0 → p.prob j i ≠ 0) :
    meanSquaredError p T x D = ∑ i, ∑ j,
      if i ∈ D ∧ j ∈ D then 0 else T j i ^ 2 * x i ^ 2 * (1 / p.prob j i - 1) := by
  have step : ∀ j, expectation p (fun s => (project p T x D s j - (T *ᵥ x) j) ^ 2) =
      ∑ i, if i ∈ D ∧ j ∈ D then 0 else T j i ^ 2 * x i ^ 2 * (1 / p.prob j i - 1) := by
    intro j
    have e : ∀ s, project p T x D s j - (T *ᵥ x) j =
        ∑ i, (contribution p T x D i (s i) j - T j i * x i) := fun s => by
      rw [Finset.sum_sub_distrib]
      rfl
    simp only [e]
    refine (expectation_sq_sum p
      (fun i k => contribution p T x D i k j - T j i * x i) ?_).trans ?_
    · intro i
      simp only [mul_sub, Finset.sum_sub_distrib]
      rw [contribution_mean p T x D i j (hp j i), ← Finset.sum_mul, p.sum_one]
      ring
    · exact Finset.sum_congr rfl fun i _ => contribution_variance p T x D i j (hp j i)
  rw [Finset.sum_comm, ← Finset.sum_congr rfl fun j _ => step j]
  simp only [meanSquaredError, expectation, Finset.mul_sum]
  exact Finset.sum_comm

/-- Applying the block on `D` exactly, with unchanged sampling elsewhere, lowers the total mean
squared error by the sum of `T² x² (1/p - 1)` over the block, if every nonzero matrix element has
nonzero probability. -/
theorem error_reduction (hp : ∀ j i, T j i ≠ 0 → p.prob j i ≠ 0) :
    meanSquaredError p T x ∅ - meanSquaredError p T x D =
      ∑ i ∈ D, ∑ j ∈ D, T j i ^ 2 * x i ^ 2 * (1 / p.prob j i - 1) := by
  rw [meanSquaredError_eq p T x ∅ hp, meanSquaredError_eq p T x D hp]
  simp only [← Finset.sum_sub_distrib]
  -- only pairs with both indices in `D` survive the subtraction
  refine (Finset.sum_subset (Finset.subset_univ D) (fun i _ hi => ?_)).symm.trans
    (Finset.sum_congr rfl fun i hi =>
      (Finset.sum_subset (Finset.subset_univ D) (fun j _ hj => ?_)).symm.trans
        (Finset.sum_congr rfl fun j hj => ?_))
  · simp [hi]
  · simp [hj]
  · simp [hi, hj]

end

end SemiStochasticProjection
```

```lean
#print axioms SemiStochasticProjection.project_unbiased
#print axioms SemiStochasticProjection.contribution_variance
#print axioms SemiStochasticProjection.error_reduction
```

```
'SemiStochasticProjection.project_unbiased' depends on axioms: [propext, Classical.choice, Quot.sound]
'SemiStochasticProjection.contribution_variance' depends on axioms: [propext, Classical.choice, Quot.sound]
'SemiStochasticProjection.error_reduction' depends on axioms: [propext, Classical.choice, Quot.sound]
```

## How the sampler and the error are encoded

The finite type `n` labels the components. In `T j i` and `p.prob j i` the row comes first and the column second, as in T_ji and p_ji. A `Sampler` holds the probabilities, with the conditions that they are nonnegative and that each column sums to 1. Independence is built into `expectation`, which weights each map `s : n → n` by the product of its column probabilities.

`contribution p T x D i k j` is c_i(k, j), `project` sums it over the columns, and `meanSquaredError` is Error(D). The set D is the `Finset` called `D`, and `∅` gives the fully stochastic estimate.

The theorem `error_reduction` states the identity for every sampler, real matrix, real vector and set D, under the hypothesis `hp`: a nonzero `T j i` has a nonzero `p.prob j i`. In a code, this means that the excitation generator can reach every determinant to which T connects. A sampled element with T_ji x_i ≠ 0 and p_ji = 0 would never be selected, and its product would be missing from the mean. Sparse matrices are allowed, since a zero element may have zero probability; Lean evaluates 1/0 as 0, and the factor `T j i ^ 2` makes that term vanish anyway.

## From product weights to the subtraction

`expectation_prod` is the factorisation, obtained from Mathlib's expansion of a product of sums, `Finset.prod_univ_sum`. `expectation_column` applies it with every factor but one equal to 1.

`expectation_sq_sum` adds the variances. Its step `cross` shows that two different columns are uncorrelated, because one factor of the product is a zero mean. Its step `expand` writes out the square as a double sum, from which only the diagonal survives.

`contribution_mean` and `contribution_variance` distinguish pairs inside and outside the block. Outside, they treat T_ji = 0 separately and otherwise use `field_simp` to cancel the probability. The `calc` block in the second lemma is the formula "mean square minus squared mean". `project_unbiased` sums the means over the columns.

In `meanSquaredError_eq`, the step `e` writes the error of a component as a sum of centred column terms, and the two variance lemmas then give the error formula. Finally, `error_reduction` subtracts the formulas for `∅` and `D`, and uses `Finset.sum_subset` to restrict both sums to D.

## One projection step, one sample per column

The identity concerns a single product Tx with x held fixed. It says nothing about the error after many iterations, where x is itself random and successive vectors are correlated, or about the energy estimated from them. Population control and the stochastic rounding of small amplitudes are absent from the model.

Each column draws exactly one row, and diagonal elements are sampled like all others. A code that makes several spawning attempts per determinant needs a correspondingly changed error formula. One that applies the diagonal exactly everywhere, and draws one off-diagonal row per column, is covered by setting the diagonal of T to zero in the theorem. The numbers are real, so floating-point rounding and the quality of the random-number generator are left out too.

The theorem gives the size of the reduction but makes no statement about its sign. That is quickly settled by hand: a probability is at most 1, so no V_ji is negative, and an exact block never raises the total mean squared error in this model. Whether the reduction repays the cost of storing and applying the block is a separate question, which depends on the machine and the matrix.
